# Spherical Bessel functions tend to zero with increasing rank at bounded momentum transfer times radius

In X-ray Raman scattering and electron energy loss, a core electron is excited by the operator $e^{i\mathbf q\cdot\mathbf r}$, and we ask how strongly its rank-$k$ multipole can act at momentum transfer $q$ (with $\hbar=1$). The radial dependence of that multipole is the spherical Bessel function $j_k(qr)$, which may be introduced by a differential equation, a power series or an integral. We take the Poisson integral as the definition:

$$j_k(x)=\frac{x^k}{2^{k+1}k!}\int_{-1}^{1}(1-t^2)^k\cos(xt)\,dt,\qquad x=qr .$$

Its agreement with the other descriptions is a classical fact that the proofs below do not use.

## Bounds from the Poisson integral

For every rank $k\ge 0$ and every real $x$,

$$|j_k(x)|\le\frac{|x|^k}{(2k+1)!!},\qquad \left|j_k(x)-\frac{x^k}{(2k+1)!!}\right|\le\frac{|x|^{k+2}}{2\,(2k+3)!!}.$$

**The weight.** Put $W_k=\int_{-1}^1(1-t^2)^k\,dt$. Writing $t^2=1-(1-t^2)$ after differentiation gives

$$\frac{d}{dt}\,t(1-t^2)^{k+1}=(2k+3)(1-t^2)^{k+1}-(2k+2)(1-t^2)^k .$$

The function on the left vanishes at $t=\pm1$, so integration yields $(2k+3)W_{k+1}=(2k+2)W_k$. Since $W_0=2$, induction gives $(2k+1)!!\,W_k=2^{k+1}k!$, the inductive step being

$$(2k+3)!!\,W_{k+1}=(2k+2)\,(2k+1)!!\,W_k=2(k+1)\,2^{k+1}k!=2^{k+2}(k+1)!.$$

**The global bound.** The weight is nonnegative on $[-1,1]$ and $|\cos|\le1$, so the integral in $j_k$ is at most $W_k$ in magnitude. Multiplying by $|x|^k/(2^{k+1}k!)$ gives the first inequality.

**The leading term.** Replacing the cosine by 1 turns $j_k(x)$ into exactly $x^k/(2k+1)!!$. The error follows from $0\le1-\cos y\le y^2/2$ with $y=xt$, and from the second moment

$$\int_{-1}^1t^2(1-t^2)^k\,dt=W_k-W_{k+1}=\frac{W_k}{2k+3}=\frac{2^{k+1}k!}{(2k+3)!!}.$$

Multiplying this by $x^2/2$ and by the prefactor gives the second inequality. Dividing it by $|x|^k$ leaves $x^2/(2(2k+3)!!)$, which tends to zero, so $j_k(x)/x^k\to1/(2k+1)!!$ as $x\to0$.

**The matrix element.** Let $\rho(r)$ be the product of the initial and final radial functions and $r^2$. For $q\ge0$ and integrable $r^k\rho(r)$, integrating the global bound at $x=qr$ against $|\rho|$ gives

$$\left|\int_0^\infty\rho(r)\,j_k(qr)\,dr\right|\le\frac{q^k}{(2k+1)!!}\int_0^\infty r^k|\rho(r)|\,dr .$$

**The threshold.** Comparing factors, $k+1\le2k+3$, shows $k!\le(2k+1)!!$. If $0\le x\le X$, then $|j_k(x)|\le X^k/k!$, which falls below any fixed $\varepsilon>0$ once $k$ is large enough. At such ranks, $|j_k(x)|\ge\varepsilon$ with $x\ge0$ would force $x>X$. This does not mean that $\varepsilon$ is reached beyond $X$. The classical identity $\sum_k(2k+1)\,j_k(x)^2=1$, which is not proved here, gives $|j_k(x)|\le1/\sqrt{2k+1}$ for every real $x$, so for a fixed $\varepsilon$ all sufficiently high ranks stay below it everywhere.

**The monopole.** For $k=0$ and $x\ne0$ the integral is $j_0(x)=\sin x/x$, and the two bounds read $|\sin x/x|\le1$ and $|\sin x/x-1|\le x^2/6$. There is no suppression of $j_0$ itself at small $x$. If the two radial functions are orthogonal, however, $\int\rho\,dr=0$ and the constant term drops out of the matrix element.

## The definitions in Lean

```lean
import Mathlib

open MeasureTheory Filter Topology
open scoped Nat

namespace XRayRamanMultipoles

noncomputable section
```

The rank `k` is a natural number and `x` is real. The notations `k !` and `‼` are the factorial and double factorial, converted to real numbers where needed.

```lean
/-- The spherical Bessel function of rank `k`, given by its Poisson integral. -/
def sphericalBessel (k : ℕ) (x : ℝ) : ℝ :=
  x ^ k / (2 ^ (k + 1) * (k ! : ℝ)) *
    ∫ t in (-1 : ℝ)..1, (1 - t ^ 2) ^ k * Real.cos (x * t)
```

The matrix element integrates over `Set.Ioi 0`, the half-line $r>0$. The letter `ρ` denotes a real transition density with the volume factor $r^2$ already included, not a charge density.

```lean
/-- The radial matrix element of rank `k` at momentum transfer `q`, for a radial transition
density `ρ` (the product of initial and final radial functions and `r ^ 2`). -/
def radialMatrixElement (k : ℕ) (ρ : ℝ → ℝ) (q : ℝ) : ℝ :=
  ∫ r in Set.Ioi (0 : ℝ), ρ r * sphericalBessel k (q * r)
```

## The weight integrals

The derivative identity is `hd`. The fundamental theorem of calculus, `integral_eq_sub_of_hasDerivAt`, turns it into a vanishing integral, which is then split into the two weight integrals.

```lean
/-- The integrals of the weights `(1 - t ^ 2) ^ k` over `[-1, 1]` for successive ranks are
related by a two-term recursion. -/
theorem weight_recursion (k : ℕ) :
    (2 * (k : ℝ) + 3) * (∫ t in (-1 : ℝ)..1, (1 - t ^ 2) ^ (k + 1)) =
      (2 * (k : ℝ) + 2) * ∫ t in (-1 : ℝ)..1, (1 - t ^ 2) ^ k := by
  -- the integrand below is the derivative of a function vanishing at both ends
  have h : ∫ t in (-1 : ℝ)..1, ((2 * (k : ℝ) + 3) * (1 - t ^ 2) ^ (k + 1)
      - (2 * (k : ℝ) + 2) * (1 - t ^ 2) ^ k) = 0 := by
    have hd : ∀ t ∈ Set.uIcc (-1 : ℝ) 1,
        HasDerivAt (fun s : ℝ => s * (1 - s ^ 2) ^ (k + 1))
          ((2 * (k : ℝ) + 3) * (1 - t ^ 2) ^ (k + 1)
            - (2 * (k : ℝ) + 2) * (1 - t ^ 2) ^ k) t := by
      intro t _
      have h1 : HasDerivAt (fun s : ℝ => 1 - s ^ 2) (-(2 * t)) t := by
        simpa using (hasDerivAt_pow 2 t).const_sub 1
      refine ((hasDerivAt_id' t).fun_mul (h1.fun_pow (k + 1))).congr_deriv ?_
      rw [Nat.add_sub_cancel, pow_succ]
      push_cast
      ring
    rw [intervalIntegral.integral_eq_sub_of_hasDerivAt hd
      (Continuous.intervalIntegrable (by fun_prop) _ _)]
    norm_num
  rw [intervalIntegral.integral_sub (Continuous.intervalIntegrable (by fun_prop) _ _)
    (Continuous.intervalIntegrable (by fun_prop) _ _),
    intervalIntegral.integral_const_mul, intervalIntegral.integral_const_mul] at h
  linarith
```

The induction adds suitable multiples of the recursion `r` and the inductive hypothesis `ih`, which is what `linear_combination` checks.

```lean
/-- The integral of `(1 - t ^ 2) ^ k` over `[-1, 1]`, multiplied by `(2k+1)!!`, equals
`2 ^ (k+1) k!`. -/
theorem weight_integral (k : ℕ) :
    ((2 * k + 1)‼ : ℝ) * (∫ t in (-1 : ℝ)..1, (1 - t ^ 2) ^ k) =
      2 ^ (k + 1) * (k ! : ℝ) := by
  induction k with
  | zero => norm_num [Nat.doubleFactorial]
  | succ k ih =>
    have r := weight_recursion k
    rw [show 2 * (k + 1) + 1 = (2 * k + 1) + 2 by ring, Nat.doubleFactorial_add_two,
      Nat.factorial_succ]
    push_cast
    linear_combination ((2 * k + 1)‼ : ℝ) * r + (2 * (k : ℝ) + 2) * ih
```

## The global bound and the leading term

Here `hI` is the value of $W_k$, and `hJ` compares the integrals pointwise through `integral_mono_on`.

```lean
/-- The spherical Bessel function of rank `k` never exceeds `|x| ^ k / (2k+1)!!` in
magnitude. -/
theorem abs_sphericalBessel_le (k : ℕ) (x : ℝ) :
    |sphericalBessel k x| ≤ |x| ^ k / ((2 * k + 1)‼ : ℝ) := by
  have hD : (0 : ℝ) < ((2 * k + 1)‼ : ℝ) := by exact_mod_cast Nat.doubleFactorial_pos _
  have hc : (0 : ℝ) < 2 ^ (k + 1) * (k ! : ℝ) := by positivity
  have hI : (∫ t in (-1 : ℝ)..1, (1 - t ^ 2) ^ k) =
      2 ^ (k + 1) * (k ! : ℝ) / ((2 * k + 1)‼ : ℝ) := by
    rw [eq_div_iff hD.ne']
    linarith [weight_integral k]
  -- the cosine is at most one in magnitude and the weight is nonnegative
  have hJ : |∫ t in (-1 : ℝ)..1, (1 - t ^ 2) ^ k * Real.cos (x * t)| ≤
      ∫ t in (-1 : ℝ)..1, (1 - t ^ 2) ^ k := by
    refine (intervalIntegral.abs_integral_le_integral_abs (by norm_num)).trans ?_
    refine intervalIntegral.integral_mono_on (by norm_num)
      (Continuous.intervalIntegrable (by fun_prop) _ _)
      (Continuous.intervalIntegrable (by fun_prop) _ _) fun t ht => ?_
    have hw : 0 ≤ (1 - t ^ 2) ^ k := pow_nonneg (by nlinarith [ht.1, ht.2]) k
    rw [abs_mul, abs_of_nonneg hw]
    exact mul_le_of_le_one_right hw (Real.abs_cos_le_one _)
  unfold sphericalBessel
  rw [abs_mul, abs_div, abs_pow, abs_of_pos hc]
  refine (mul_le_mul_of_nonneg_left hJ (by positivity)).trans (le_of_eq ?_)
  rw [hI]
  field_simp
```

In the next proof `hM` is the second moment, written as $W_k-W_{k+1}$, and `hcos` is the cosine estimate. Inside `hJ`, rewriting with `hM` replaces the value of this moment by the two integrals, and the `calc` block applies `hcos` to the integrand. The step `hlead` writes the leading term as the prefactor times the cosine-free integral.

```lean
/-- The spherical Bessel function differs from its leading term `x ^ k / (2k+1)!!` by at most
`|x| ^ (k+2) / (2 (2k+3)!!)`. -/
theorem sphericalBessel_leading_term (k : ℕ) (x : ℝ) :
    |sphericalBessel k x - x ^ k / ((2 * k + 1)‼ : ℝ)| ≤
      |x| ^ (k + 2) / (2 * ((2 * k + 3)‼ : ℝ)) := by
  have hD : (0 : ℝ) < ((2 * k + 1)‼ : ℝ) := by exact_mod_cast Nat.doubleFactorial_pos _
  have hE : (0 : ℝ) < ((2 * k + 3)‼ : ℝ) := by exact_mod_cast Nat.doubleFactorial_pos _
  have hc : (0 : ℝ) < 2 ^ (k + 1) * (k ! : ℝ) := by positivity
  have hED : ((2 * k + 3)‼ : ℝ) = (2 * (k : ℝ) + 3) * ((2 * k + 1)‼ : ℝ) := by
    rw [show 2 * k + 3 = (2 * k + 1) + 2 by ring, Nat.doubleFactorial_add_two]
    push_cast
    ring
  have hI : (∫ t in (-1 : ℝ)..1, (1 - t ^ 2) ^ k) =
      2 ^ (k + 1) * (k ! : ℝ) / ((2 * k + 1)‼ : ℝ) := by
    rw [eq_div_iff hD.ne']
    linarith [weight_integral k]
  -- the second moment of the weight, from the recursion
  have hM : (∫ t in (-1 : ℝ)..1, (1 - t ^ 2) ^ k) -
      (∫ t in (-1 : ℝ)..1, (1 - t ^ 2) ^ (k + 1)) =
      2 ^ (k + 1) * (k ! : ℝ) / ((2 * k + 3)‼ : ℝ) := by
    rw [eq_div_iff hE.ne', hED]
    linear_combination weight_integral k - ((2 * k + 1)‼ : ℝ) * weight_recursion k
  have hJ : |(∫ t in (-1 : ℝ)..1, (1 - t ^ 2) ^ k * Real.cos (x * t)) -
      ∫ t in (-1 : ℝ)..1, (1 - t ^ 2) ^ k| ≤
      x ^ 2 / 2 * (2 ^ (k + 1) * (k ! : ℝ) / ((2 * k + 3)‼ : ℝ)) := by
    rw [← hM, ← intervalIntegral.integral_sub
      (Continuous.intervalIntegrable (by fun_prop) _ _)
      (Continuous.intervalIntegrable (by fun_prop) _ _),
      ← intervalIntegral.integral_sub
      (Continuous.intervalIntegrable (by fun_prop) _ _)
      (Continuous.intervalIntegrable (by fun_prop) _ _),
      ← intervalIntegral.integral_const_mul]
    refine (intervalIntegral.abs_integral_le_integral_abs (by norm_num)).trans ?_
    refine intervalIntegral.integral_mono_on (by norm_num)
      (Continuous.intervalIntegrable (by fun_prop) _ _)
      (Continuous.intervalIntegrable (by fun_prop) _ _) fun t ht => ?_
    have hw : 0 ≤ (1 - t ^ 2) ^ k := pow_nonneg (by nlinarith [ht.1, ht.2]) k
    have hcos : |Real.cos (x * t) - 1| ≤ (x * t) ^ 2 / 2 := by
      rw [abs_le]
      constructor
      · linarith [Real.one_sub_sq_div_two_le_cos (x := x * t)]
      · linarith [Real.cos_le_one (x * t), sq_nonneg (x * t)]
    calc |(1 - t ^ 2) ^ k * Real.cos (x * t) - (1 - t ^ 2) ^ k|
        = (1 - t ^ 2) ^ k * |Real.cos (x * t) - 1| := by
          rw [← mul_sub_one, abs_mul, abs_of_nonneg hw]
      _ ≤ (1 - t ^ 2) ^ k * ((x * t) ^ 2 / 2) := mul_le_mul_of_nonneg_left hcos hw
      _ = x ^ 2 / 2 * ((1 - t ^ 2) ^ k - (1 - t ^ 2) ^ (k + 1)) := by
          rw [pow_succ (1 - t ^ 2) k]
          ring
  have hlead : x ^ k / ((2 * k + 1)‼ : ℝ) = x ^ k / (2 ^ (k + 1) * (k ! : ℝ)) *
      ∫ t in (-1 : ℝ)..1, (1 - t ^ 2) ^ k := by
    rw [hI]
    field_simp
  rw [hlead, sphericalBessel, ← mul_sub, abs_mul, abs_div, abs_pow, abs_of_pos hc]
  refine (mul_le_mul_of_nonneg_left hJ (by positivity)).trans (le_of_eq ?_)
  rw [pow_add |x| k 2, sq_abs]
  -- the common normalisation factor cancels
  generalize 2 ^ (k + 1) * (k ! : ℝ) = c at hc ⊢
  calc |x| ^ k / c * (x ^ 2 / 2 * (c / ((2 * k + 3)‼ : ℝ)))
      = c / c * (|x| ^ k * x ^ 2 / (2 * ((2 * k + 3)‼ : ℝ))) := by ring
    _ = |x| ^ k * x ^ 2 / (2 * ((2 * k + 3)‼ : ℝ)) := by rw [div_self hc.ne', one_mul]
```

The filter `𝓝[≠] 0` means that $x$ approaches zero through nonzero values, where division by $x^k$ is legitimate. The proof squeezes the distance to the limit between zero and $x^2/(2(2k+3)!!)$.

```lean
/-- As `x` tends to zero through nonzero values, `j_k(x) / x ^ k` tends to `1 / (2k+1)!!`. -/
theorem sphericalBessel_div_pow_tendsto (k : ℕ) :
    Tendsto (fun x : ℝ => sphericalBessel k x / x ^ k) (𝓝[≠] 0)
      (𝓝 (1 / ((2 * k + 1)‼ : ℝ))) := by
  rw [tendsto_iff_norm_sub_tendsto_zero]
  have hcont : Continuous (fun x : ℝ => |x| ^ 2 / (2 * ((2 * k + 3)‼ : ℝ))) :=
    (continuous_abs.pow 2).div_const _
  refine squeeze_zero' (Eventually.of_forall fun _ => norm_nonneg _) ?_
    ((hcont.tendsto' 0 0 (by simp)).mono_left nhdsWithin_le_nhds)
  filter_upwards [self_mem_nhdsWithin] with x hx
  have hx0 : x ≠ 0 := hx
  have hk : 0 < |x| ^ k := pow_pos (abs_pos.2 hx0) k
  have e : sphericalBessel k x / x ^ k - 1 / ((2 * k + 1)‼ : ℝ) =
      (sphericalBessel k x - x ^ k / ((2 * k + 1)‼ : ℝ)) / x ^ k := by
    rw [sub_div, div_right_comm, div_self (pow_ne_zero k hx0)]
  rw [Real.norm_eq_abs, e, abs_div, abs_pow, div_le_iff₀ hk]
  refine (sphericalBessel_leading_term k x).trans (le_of_eq ?_)
  ring
```

## Matrix elements and high ranks

The hypothesis `hρ` says that $r^k\rho(r)$ is integrable. Physically, the core orbital must decay fast enough for the transition to have a finite $k$-th radial moment, as an exponentially decaying orbital does when the final radial function is bounded. The proof applies the global bound at each $r>0$ and integrates.

```lean
/-- For momentum transfer `q ≥ 0` and a transition density with integrable `k`-th radial moment,
the rank-`k` matrix element is at most `q ^ k / (2k+1)!!` times the absolute moment. -/
theorem abs_radialMatrixElement_le (k : ℕ) (ρ : ℝ → ℝ) {q : ℝ} (hq : 0 ≤ q)
    (hρ : IntegrableOn (fun r => r ^ k * ρ r) (Set.Ioi 0)) :
    |radialMatrixElement k ρ q| ≤
      q ^ k / ((2 * k + 1)‼ : ℝ) * ∫ r in Set.Ioi (0 : ℝ), r ^ k * |ρ r| := by
  have h1 : IntegrableOn (fun r => r ^ k * |ρ r|) (Set.Ioi 0) := by
    refine IntegrableOn.congr_fun (Integrable.abs hρ) (fun r hr => ?_) measurableSet_Ioi
    simp only [abs_mul, abs_pow, abs_of_pos (Set.mem_Ioi.1 hr)]
  rw [radialMatrixElement, ← integral_const_mul, ← Real.norm_eq_abs]
  refine norm_integral_le_of_norm_le (Integrable.const_mul h1 _) ?_
  refine (ae_restrict_iff' measurableSet_Ioi).2 (Eventually.of_forall fun r hr => ?_)
  have hb := abs_sphericalBessel_le k (q * r)
  rw [abs_of_nonneg (mul_nonneg hq (Set.mem_Ioi.1 hr).le)] at hb
  rw [Real.norm_eq_abs, abs_mul]
  refine (mul_le_mul_of_nonneg_left hb (abs_nonneg _)).trans (le_of_eq ?_)
  rw [mul_pow]
  ring
```

In the last theorem `X` is a value of the dimensionless product $qr$ and `ε` is a strength, not an energy. The rank `K` depends on both, but not on `x`. The content of the theorem is that $|j_k(x)|<\varepsilon$ on the whole range $0\le x\le X$ when $k\ge K$; it does not say that the strength `ε` is reached at larger $x$, and for very high ranks it never is. The proof assumes $x\le X$ and contradicts $|j_k(x)|\ge\varepsilon$, using `hfac` for the factorial comparison.

```lean
/-- Given any bound `X` and any strength `ε > 0`, all sufficiently high ranks reach the
strength `ε` at `x ≥ 0` only if `x`, momentum transfer times radius, exceeds `X`. -/
theorem high_rank_needs_large_momentum (X : ℝ) {ε : ℝ} (hε : 0 < ε) :
    ∃ K : ℕ, ∀ k ≥ K, ∀ x : ℝ, 0 ≤ x → ε ≤ |sphericalBessel k x| → X < x := by
  have hfac : ∀ k : ℕ, k ! ≤ (2 * k + 1)‼ := by
    intro k
    induction k with
    | zero => simp [Nat.doubleFactorial]
    | succ k ih =>
      rw [Nat.factorial_succ, show 2 * (k + 1) + 1 = (2 * k + 1) + 2 by ring,
        Nat.doubleFactorial_add_two]
      exact Nat.mul_le_mul (by omega) ih
  -- the factorial eventually beats every fixed power base
  obtain ⟨K, hK⟩ := eventually_atTop.1
    ((FloorSemiring.tendsto_pow_div_factorial_atTop X).eventually_lt_const hε)
  refine ⟨K, fun k hk x hx hj => ?_⟩
  by_contra hn
  have hxX : x ≤ X := not_lt.1 hn
  have hb := abs_sphericalBessel_le k x
  rw [abs_of_nonneg hx] at hb
  have h2 : x ^ k / ((2 * k + 1)‼ : ℝ) ≤ X ^ k / (k ! : ℝ) :=
    div_le_div₀ (pow_nonneg (hx.trans hxX) k) (pow_le_pow_left₀ hx hxX k)
      (by positivity) (by exact_mod_cast hfac k)
  linarith [hK k hk]

end

end XRayRamanMultipoles
```

```lean
#print axioms XRayRamanMultipoles.sphericalBessel_div_pow_tendsto
#print axioms XRayRamanMultipoles.abs_radialMatrixElement_le
#print axioms XRayRamanMultipoles.high_rank_needs_large_momentum
```

```
'XRayRamanMultipoles.sphericalBessel_div_pow_tendsto' depends on axioms: [propext, Classical.choice, Quot.sound]
'XRayRamanMultipoles.abs_radialMatrixElement_le' depends on axioms: [propext, Classical.choice, Quot.sound]
'XRayRamanMultipoles.high_rank_needs_large_momentum' depends on axioms: [propext, Classical.choice, Quot.sound]
```

At a radius $r=a$ typical of the core orbital, the global bound reads $|j_k(qa)|\le(qa)^k/(2k+1)!!$ for $q\ge0$. For $k\ge1$, a more compact core therefore needs a larger momentum transfer to reach the same value of this bound. In a calculation that truncates the multipole expansion, the matrix-element bound limits each omitted radial integral, for one-electron transitions with a given $\rho$. Passing from there to measured multiplet intensities requires the angular factors and the many-electron final states, which the theorems leave out.
